# A Gaussian bound on the difference between a Gaussian nucleus and a point charge

## Potential, density and units

Atomic units are used throughout. An electron sits at distance r from the centre of a spherical nucleus of charge Z, whose charge is spread with the density Zρ(r), where

ρ(r) = (η/π)^(3/2) exp(−ηr²).

The exponent η > 0 has the dimension of an inverse length squared, and ρ integrates to 1 over space. The potential energy of the electron is

V(r) = −(2Z/√π) ∫₀^√η exp(−r²t²) dt,

and for a point charge it would be −Z/r. The claim is that for Z, η, r > 0

0 < V(r) + Z/r ≤ (Z/r) exp(−ηr²).

The Gaussian nucleus therefore binds less strongly than the point charge at every distance, and at large r the difference dies off faster than the charge density itself.

In a four-component calculation with a fixed, spherical Gaussian nucleus, this confines the change in the nuclear potential to a few nuclear radii. It does not bound the resulting energy shift, which depends on the electron density inside that region.

## The missing Gaussian area

Let G(x) = ∫₀ˣ exp(−s²) ds. Substituting s = rt in the potential gives

r V(r) = −(2Z/√π) G(r√η).

Since G(x) tends to √π/2 as x → ∞, the deviation from the point charge is an area that G has not yet collected:

V(r) + Z/r = (2Z/(√π r)) (√π/2 − G(r√η)).

The integrand of G is positive, so G increases strictly and stays below its limit. This gives the lower bound. For the upper bound take x, y ≥ 0 and shift the integration variable by x:

G(x+y) − G(x) = ∫₀^y exp(−(x+s)²) ds.

Because (x+s)² = x² + s² + 2xs ≥ x² + s², the right side is at most exp(−x²) G(y). Letting y → ∞,

√π/2 − G(x) ≤ exp(−x²) √π/2.

With x = r√η and the prefactor 2Z/(√π r), this is the upper bound.

The same formula for rV ties the potential to the charge density. Differentiating twice,

(rV)′ = −(2Z/√π) √η exp(−ηr²),

(rV)″ = (4Z/√π) η^(3/2) r exp(−ηr²) = 4πZ r ρ(r),

which is the radial Poisson equation for the potential energy of a charge −1. Its solutions differ by A + B/r with constants A and B. Finiteness at the centre and decay at infinity exclude both terms.

## The centre and the choice of radius

As r → 0 the potential stays finite. The integrand becomes 1, so V(0) = −2Z√η/√π, and since the integrand never exceeds 1, V is nowhere lower. Consequently

V(r) + Z/r ≥ Z/r − 2Z√η/√π.

Near the centre the first term dominates, and the ratio of the deviation to Z/r tends to 1. This shows that the prefactor 1 in the upper bound is optimal. Given 0 ≤ c < 1, choose r with r√η = (1−c)√π/4. Then 2Z√η/√π = ((1−c)/2)(Z/r), and the deviation is at least ((1+c)/2)(Z/r), which exceeds c(Z/r) and hence c(Z/r) exp(−ηr²). The optimality comes from small r; far out, the true deviation is smaller than the bound by a factor of about 1/(√π r√η).

To express distances in nuclear radii, let a be the root-mean-square radius. Each Cartesian coordinate has variance 1/(2η) under ρ, so a² = 3/(2η) and η = 3/(2a²). At r = 5a this gives ηr² = 37.5, and exp(−37.5) is below 10⁻¹⁶. A factor of three is easily lost here: η would be 1/(2a²) if a were the standard deviation of a single coordinate, and with that value the factor exp(−ηr²) at r = 5a would be about 4 × 10⁻⁶.

## Definitions in Lean

`potential Z η r` is V(r), with all three arguments real numbers. Positivity is imposed in the theorems that need it.

```lean
import Mathlib

open Real MeasureTheory Filter Topology

namespace GaussianNucleus

noncomputable section

/-- Potential energy of an electron at distance `r` from a Gaussian nucleus of charge `Z` and
exponent `η`, in atomic units. -/
def potential (Z η r : ℝ) : ℝ :=
  -(2 * Z / √π) * ∫ t in (0 : ℝ)..√η, Real.exp (-(r ^ 2 * t ^ 2))
```

The density is ρ, without the factor Z. The power 3/2 is written as the cube of a square root.

```lean
/-- The Gaussian density `(η/π)^(3/2) exp(-η r²)`, for `η > 0`. -/
def density (η r : ℝ) : ℝ := √(η / π) ^ 3 * Real.exp (-(η * r ^ 2))
```

`gaussArea` is G. In Lean, `-s ^ 2` means −(s²).

```lean
/-- The area under `exp(-s²)` between `0` and `x`, counted as negative for `x < 0`. -/
def gaussArea (x : ℝ) : ℝ := ∫ s in (0 : ℝ)..x, Real.exp (-s ^ 2)
```

## The area and its tail

The derivative of G is its integrand, by the fundamental theorem of calculus.

```lean
/-- The area under the Gaussian grows at the rate `exp(-x²)`. -/
theorem gaussArea_hasDerivAt (x : ℝ) : HasDerivAt gaussArea (Real.exp (-x ^ 2)) x := by
  have hc : Continuous (fun s : ℝ => Real.exp (-s ^ 2)) := by fun_prop
  exact (hc.integral_hasStrictDerivAt 0 x).hasDerivAt
```

The limit √π/2 is Mathlib's Gaussian integral over the half line, taken with exponent 1. The interval integrals converge to it because the integrand is integrable there.

```lean
/-- The area under the Gaussian tends to `√π / 2` as `x` grows. -/
theorem gaussArea_tendsto : Tendsto gaussArea atTop (𝓝 (√π / 2)) := by
  have hi : IntegrableOn (fun s : ℝ => Real.exp (-s ^ 2)) (Set.Ioi 0) := by
    have h := (integrable_exp_neg_mul_sq (b := 1) one_pos).integrableOn (s := Set.Ioi (0 : ℝ))
    simpa only [neg_mul, one_mul] using h
  have hv : ∫ s in Set.Ioi (0 : ℝ), Real.exp (-s ^ 2) = √π / 2 := by
    have h := integral_gaussian_Ioi 1
    simpa only [neg_mul, one_mul, div_one] using h
  rw [← hv]
  exact intervalIntegral_tendsto_integral_Ioi 0 hi tendsto_id
```

The next lemma contains both estimates of the missing area. For the lower one, `strictMono_of_deriv_pos` turns the positive derivative into strict growth, so G(x) < G(x+1) ≤ √π/2. For the upper one, `hs` is the inequality for finite y: `integral_comp_add_left` performs the shift, `integral_mono_on` compares the integrands, and `nlinarith` compares the exponents using xs ≥ 0. The last lines take y → ∞ on both sides. The hypothesis x ≥ 0 matters for the upper bound: for negative x the missing area is larger than √π/2, while the right side is smaller.

```lean
/-- For `x ≥ 0` the Gaussian area beyond `x` is positive and at most `exp(-x²)` times the
area of the half line. -/
theorem gaussArea_tail {x : ℝ} (hx : 0 ≤ x) :
    0 < √π / 2 - gaussArea x ∧ √π / 2 - gaussArea x ≤ Real.exp (-x ^ 2) * (√π / 2) := by
  have hc : Continuous (fun s : ℝ => Real.exp (-s ^ 2)) := by fun_prop
  constructor
  · -- the area increases strictly towards its limit
    have hm : StrictMono gaussArea := strictMono_of_deriv_pos fun y => by
      rw [(gaussArea_hasDerivAt y).deriv]
      exact Real.exp_pos _
    have h1 : gaussArea x < gaussArea (x + 1) := hm (by linarith)
    have h2 := hm.monotone.ge_of_tendsto gaussArea_tendsto (x + 1)
    linarith
  · -- shift the tail to the origin and use (x + s)² ≥ x² + s²
    have hs : ∀ y : ℝ, 0 ≤ y →
        gaussArea (x + y) - gaussArea x ≤ Real.exp (-x ^ 2) * gaussArea y := by
      intro y hy
      have h1 : gaussArea (x + y) - gaussArea x = ∫ s in x..(x + y), Real.exp (-s ^ 2) :=
        intervalIntegral.integral_interval_sub_left
          (hc.intervalIntegrable _ _) (hc.intervalIntegrable _ _)
      have h2 := intervalIntegral.integral_comp_add_left (a := 0) (b := y)
        (fun s : ℝ => Real.exp (-s ^ 2)) x
      simp only [add_zero] at h2
      rw [h1, ← h2, gaussArea, ← intervalIntegral.integral_const_mul]
      apply intervalIntegral.integral_mono_on hy
      · exact Continuous.intervalIntegrable (by fun_prop) _ _
      · exact Continuous.intervalIntegrable (by fun_prop) _ _
      · intro s hs
        rw [← Real.exp_add]
        apply Real.exp_le_exp.mpr
        nlinarith [mul_nonneg hx hs.1]
    have hl : Tendsto (fun y => gaussArea (x + y) - gaussArea x) atTop
        (𝓝 (√π / 2 - gaussArea x)) :=
      (gaussArea_tendsto.comp (tendsto_atTop_add_const_left atTop x tendsto_id)).sub_const _
    refine le_of_tendsto_of_tendsto hl (gaussArea_tendsto.const_mul (Real.exp (-x ^ 2))) ?_
    filter_upwards [eventually_ge_atTop (0 : ℝ)] with y hy
    exact hs y hy
```

## The Poisson equation

The substitution s = rt becomes an identity for rV(r), valid for all real r. At r = 0 both sides vanish.

```lean
/-- The potential times the distance is a multiple of the Gaussian area up to `r √η`. -/
theorem mul_potential (Z η r : ℝ) :
    r * potential Z η r = -(2 * Z / √π) * gaussArea (r * √η) := by
  have h := intervalIntegral.smul_integral_comp_mul_left (a := 0) (b := √η)
    (fun s : ℝ => Real.exp (-s ^ 2)) r
  simp only [smul_eq_mul, mul_zero, mul_pow] at h
  unfold potential gaussArea
  linear_combination (-(2 * Z / √π)) * h
```

The theorem `poisson` says that the first derivative of s ↦ sV(s) has, at every real r, the derivative 4πZrρ(r). The step `h1` computes the first derivative by the chain rule, and `hq` differentiates the exponent. What remains is to match the powers of π and η, which `key` does through π(√η/√π)³ = (√η)³/√π. The normalisation of ρ and the meaning of a as a root-mean-square radius rest on standard Gaussian integrals, which are quoted above without proof and are not contained in any theorem here.

```lean
/-- Radial Poisson equation: for `η > 0` the second derivative of `r V(r)` is `4π Z r` times
the Gaussian density. -/
theorem poisson (Z r : ℝ) {η : ℝ} (hη : 0 < η) :
    HasDerivAt (deriv fun s => s * potential Z η s) (4 * π * Z * r * density η r) r := by
  have hl : ∀ s : ℝ, HasDerivAt (fun u : ℝ => u * √η) (√η) s := fun s =>
    hasDerivAt_mul_const _
  have h1 : (deriv fun s => s * potential Z η s) =
      fun s => -(2 * Z / √π) * (Real.exp (-(s * √η) ^ 2) * √η) := by
    funext s
    rw [funext (mul_potential Z η)]
    exact (((gaussArea_hasDerivAt (s * √η)).comp s (hl s)).const_mul _).deriv
  have hq : HasDerivAt (fun s : ℝ => -(s * √η) ^ 2) (-(2 * (r * √η) * √η)) r :=
    ((hl r).fun_pow 2).fun_neg.congr_deriv (by norm_num)
  rw [h1]
  refine ((hq.exp.mul_const (√η)).const_mul (-(2 * Z / √π))).congr_deriv ?_
  -- compare the prefactors
  have gen : ∀ p e : ℝ, p ≠ 0 → p ^ 2 * (e / p) ^ 3 = e ^ 3 / p := by
    intro p e hp
    field_simp
  have key := gen (√π) (√η) (Real.sqrt_pos.mpr pi_pos).ne'
  rw [Real.sq_sqrt pi_pos.le] at key
  have hx : (r * √η) ^ 2 = η * r ^ 2 := by
    rw [mul_pow, Real.sq_sqrt hη.le]
    ring
  rw [density, Real.sqrt_div hη.le, hx]
  linear_combination (-4 * Z * r * Real.exp (-(η * r ^ 2))) * key
```

## The two-sided bound

`potential_tail` is the main claim, with the hypotheses Z > 0, η > 0 and r > 0. The step `hfac` writes the deviation as a positive factor times the missing area, and `gaussArea_tail` at x = r√η supplies both inequalities. The condition r > 0 excludes the centre, where Lean sets Z/0 = 0 and the sum V(r) + Z/r would be the negative number V(0).

```lean
/-- For positive `Z`, `η` and `r` the Gaussian nucleus binds less than a point charge, and the
difference is at most `(Z/r) exp(-η r²)`. -/
theorem potential_tail {Z η r : ℝ} (hZ : 0 < Z) (hη : 0 < η) (hr : 0 < r) :
    0 < potential Z η r + Z / r ∧
      potential Z η r + Z / r ≤ Z / r * Real.exp (-(η * r ^ 2)) := by
  have hp : 0 < √π := Real.sqrt_pos.mpr pi_pos
  have h1 : r * r⁻¹ = 1 := mul_inv_cancel₀ hr.ne'
  have h2 : √π * (√π)⁻¹ = 1 := mul_inv_cancel₀ hp.ne'
  -- the deviation is the missing Gaussian area
  have hfac : potential Z η r + Z / r =
      2 * Z / (√π * r) * (√π / 2 - gaussArea (r * √η)) := by
    linear_combination r⁻¹ * mul_potential Z η r - potential Z η r * h1 - Z * r⁻¹ * h2
  have hx : (r * √η) ^ 2 = η * r ^ 2 := by
    rw [mul_pow, Real.sq_sqrt hη.le]
    ring
  obtain ⟨hlo, hup⟩ := gaussArea_tail (mul_nonneg hr.le (Real.sqrt_nonneg η))
  rw [hx] at hup
  have hk : 0 < 2 * Z / (√π * r) := by positivity
  rw [hfac]
  refine ⟨mul_pos hk hlo, (mul_le_mul_of_nonneg_left hup hk.le).trans (le_of_eq ?_)⟩
  linear_combination (Z * r⁻¹ * Real.exp (-(η * r ^ 2))) * h2
```

## Depth at the centre and optimal prefactor

`potential_centre` gives the value at r = 0 and states that V(0) ≤ V(r) for every r, provided Z ≥ 0. The proof bounds the integrand by 1, multiplies by 2Z/√π ≥ 0 and changes the sign, which reverses the inequality.

```lean
/-- The potential at the centre is `-2Z √η / √π`, and for `Z ≥ 0` it is nowhere lower. -/
theorem potential_centre {Z : ℝ} (hZ : 0 ≤ Z) (η r : ℝ) :
    potential Z η 0 = -(2 * Z / √π) * √η ∧ potential Z η 0 ≤ potential Z η r := by
  have h0 : potential Z η 0 = -(2 * Z / √π) * √η := by simp [potential]
  refine ⟨h0, ?_⟩
  have hI : ∫ t in (0 : ℝ)..√η, Real.exp (-(r ^ 2 * t ^ 2)) ≤ ∫ _t in (0 : ℝ)..√η, (1 : ℝ) := by
    apply intervalIntegral.integral_mono_on (Real.sqrt_nonneg η)
    · exact Continuous.intervalIntegrable (by fun_prop) _ _
    · exact Continuous.intervalIntegrable (by fun_prop) _ _
    · intro t _
      exact Real.exp_le_one_iff.mpr (neg_nonpos.mpr (by positivity))
  simp only [intervalIntegral.integral_const, sub_zero, smul_eq_mul, mul_one] at hI
  have hk : 0 ≤ 2 * Z / √π := by positivity
  rw [h0, potential]
  linarith [mul_le_mul_of_nonneg_left hI hk]
```

`tail_prefactor_sharp` states that for each c with 0 ≤ c < 1 there is a distance r > 0 at which the bound with c in front fails. The proof takes the r chosen above (`hre`), rewrites the central depth as a fraction of Z/r (`hb`), and combines this with the previous theorem and exp(−ηr²) ≤ 1.

```lean
/-- The prefactor of the tail bound is optimal: for `Z, η > 0` and any `0 ≤ c < 1`, the bound
multiplied by `c` is violated at some distance `r > 0`. -/
theorem tail_prefactor_sharp {Z η c : ℝ} (hZ : 0 < Z) (hη : 0 < η) (hc : 0 ≤ c) (hc1 : c < 1) :
    ∃ r : ℝ, 0 < r ∧
      c * (Z / r * Real.exp (-(η * r ^ 2))) < potential Z η r + Z / r := by
  have hp : 0 < √π := Real.sqrt_pos.mpr pi_pos
  have he : 0 < √η := Real.sqrt_pos.mpr hη
  have hd : 0 < 1 - c := by linarith
  -- a distance well inside the nucleus
  obtain ⟨r, hr, hre⟩ : ∃ r : ℝ, 0 < r ∧ r * √η = (1 - c) * √π / 4 :=
    ⟨(1 - c) * √π / 4 / √η, div_pos (div_pos (mul_pos hd hp) (by norm_num)) he,
      by field_simp⟩
  refine ⟨r, hr, ?_⟩
  have h1 : r * r⁻¹ = 1 := mul_inv_cancel₀ hr.ne'
  have h2 : √π * (√π)⁻¹ = 1 := mul_inv_cancel₀ hp.ne'
  have hb : 2 * Z / √π * √η = (1 - c) / 2 * (Z / r) := by
    linear_combination (2 * Z * (√π)⁻¹ * r⁻¹) * hre - (2 * Z * (√π)⁻¹ * √η) * h1
      + ((1 - c) / 2 * Z * r⁻¹) * h2
  obtain ⟨hv, hle⟩ := potential_centre hZ.le η r
  have hq : 0 < Z / r := div_pos hZ hr
  have hE : Real.exp (-(η * r ^ 2)) ≤ 1 :=
    Real.exp_le_one_iff.mpr (neg_nonpos.mpr (by positivity))
  have h3 := mul_le_mul_of_nonneg_left hE (mul_nonneg hc hq.le)
  have h4 := mul_pos hd hq
  linarith
```

## Five nuclear radii

The final theorem sets the exponent to 3/(2a²) and takes any r ≥ 5a. It bounds the absolute difference between V(r) and −Z/r by 10⁻¹⁶ times Z/r. This relative deviation is below the rounding unit of double precision, about 1.1 × 10⁻¹⁶. The step `hx` weakens 37.5 to 37 so that the exponential becomes an integer power of e, and `hbig` shows e³⁷ > 10¹⁶ from e > 2.718. Since the deviation is positive by `potential_tail`, the absolute value can be removed and the upper bound applied.

```lean
/-- For `Z, a > 0` and Gaussian exponent `3/(2a²)`, the potential at any distance `r ≥ 5a`
differs from that of a point charge by less than one part in `10¹⁶`. -/
theorem point_charge_beyond_five_radii {Z a r : ℝ} (hZ : 0 < Z) (ha : 0 < a)
    (hr : 5 * a ≤ r) :
    |potential Z (3 / (2 * a ^ 2)) r - (-(Z / r))| < 1 / 10 ^ 16 * (Z / r) := by
  have hr0 : 0 < r := by linarith
  obtain ⟨hlo, hup⟩ := potential_tail hZ (show 0 < 3 / (2 * a ^ 2) by positivity) hr0
  have hx : 37 ≤ 3 / (2 * a ^ 2) * r ^ 2 := by
    rw [div_mul_eq_mul_div, le_div_iff₀ (by positivity)]
    have h := pow_le_pow_left₀ (by positivity) hr 2
    nlinarith [sq_nonneg a]
  have hbig : (10 : ℝ) ^ 16 < Real.exp 37 := by
    calc (10 : ℝ) ^ 16 < 2.718 ^ 37 := by norm_num
      _ ≤ Real.exp 1 ^ 37 :=
        pow_le_pow_left₀ (by norm_num) (by linarith [Real.exp_one_gt_d9]) 37
      _ = Real.exp 37 := by
        rw [← Real.exp_nat_mul]
        norm_num
  have hsmall : Real.exp (-(3 / (2 * a ^ 2) * r ^ 2)) < 1 / 10 ^ 16 := by
    calc Real.exp (-(3 / (2 * a ^ 2) * r ^ 2)) ≤ Real.exp (-37) :=
          Real.exp_le_exp.mpr (by linarith)
      _ = 1 / Real.exp 37 := by rw [Real.exp_neg, one_div]
      _ < 1 / 10 ^ 16 := one_div_lt_one_div_of_lt (by positivity) hbig
  rw [sub_neg_eq_add, abs_of_pos hlo]
  have h := mul_lt_mul_of_pos_left hsmall (div_pos hZ hr0)
  linarith

end

end GaussianNucleus
```

```lean
#print axioms GaussianNucleus.poisson
#print axioms GaussianNucleus.tail_prefactor_sharp
#print axioms GaussianNucleus.point_charge_beyond_five_radii
```

```
'GaussianNucleus.poisson' depends on axioms: [propext, Classical.choice, Quot.sound]
'GaussianNucleus.tail_prefactor_sharp' depends on axioms: [propext, Classical.choice, Quot.sound]
'GaussianNucleus.point_charge_beyond_five_radii' depends on axioms: [propext, Classical.choice, Quot.sound]
```
